# For a Hermitian source and strictly decaying modes, i(KX − XKᴴ) = Q has one solution, and it is Hermitian

Let H be the Hermitian one-particle Hamiltonian of a small system of non-interacting particles that loses particles to its surroundings, Γ the Hermitian matrix of loss rates (the broadening), K = H − iΓ/2 the effective Hamiltonian and Q the Hermitian matrix of the rate at which particles are injected, with ħ = 1 and ᴴ for the adjoint. The steady-state one-particle density matrix X is the one at which loss and injection balance, i(KX − XKᴴ) = Q, and the file below proves that it exists, is unique and is Hermitian whenever every eigenvalue of K has negative imaginary part.

```lean
import Mathlib

open Matrix

namespace SteadyStateDensity

noncomputable section

variable {n : Type*} [Fintype n] [DecidableEq n]

/-- The effective Hamiltonian `K = H - i Γ / 2` of an open system. -/
def effHam (H Γ : Matrix n n ℂ) : Matrix n n ℂ := H - (Complex.I / 2) • Γ

/-- The linear map `X ↦ i (K X - X Kᴴ)` on matrices. -/
def lossMap (K : Matrix n n ℂ) : Matrix n n ℂ →ₗ[ℂ] Matrix n n ℂ where
  toFun X := Complex.I • (K * X - X * Kᴴ)
  map_add' X Y := by
    rw [mul_add, add_mul]
    module
  map_smul' c X := by
    simp only [Matrix.mul_smul, Matrix.smul_mul, RingHom.id_apply]
    module

/-- If all eigenvalues of `K` have negative imaginary part, only `X = 0` satisfies
`K X = X Kᴴ`. -/
theorem eq_zero_of_intertwines {K X : Matrix n n ℂ}
    (hK : ∀ z ∈ spectrum ℂ K, z.im < 0) (h : K * X = X * Kᴴ) : X = 0 := by
  cases isEmpty_or_nonempty n with
  | inl _ => exact Subsingleton.elim _ _
  | inr _ =>
    -- the relation passes from `K` to every polynomial in `K`
    have hp : ∀ p : Polynomial ℂ,
        Polynomial.aeval K p * X = X * Polynomial.aeval Kᴴ p := by
      intro p
      induction p using Polynomial.induction_on' with
      | add p q hp hq => rw [map_add, map_add, add_mul, mul_add, hp, hq]
      | monomial k c =>
        have hs : SemiconjBy X Kᴴ K := h.symm
        have hk : X * Kᴴ ^ k = K ^ k * X := hs.pow_right k
        simp only [Polynomial.aeval_monomial, Algebra.algebraMap_eq_smul_one,
          smul_mul_assoc, one_mul, mul_smul_comm, hk]
    -- the characteristic polynomial of `K` is invertible at `Kᴴ`
    have hu : IsUnit (Polynomial.aeval Kᴴ K.charpoly) := by
      by_contra hn
      have h0 := (spectrum.zero_mem_iff ℂ).mpr hn
      have hdeg : 0 < K.charpoly.degree := by
        rw [Matrix.charpoly_degree_eq_dim]
        exact_mod_cast Fintype.card_pos
      rw [spectrum.map_polynomial_aeval_of_degree_pos _ _ hdeg] at h0
      obtain ⟨z, hz, hz0⟩ := h0
      have h1 := hK z (Matrix.mem_spectrum_iff_isRoot_charpoly.mpr hz0)
      rw [← Matrix.star_eq_conjTranspose, spectrum.map_star, Set.mem_star] at hz
      have h2 := hK _ hz
      rw [Complex.star_def, Complex.conj_im] at h2
      linarith
    have h0 := hp K.charpoly
    rw [Matrix.aeval_self_charpoly, zero_mul] at h0
    exact hu.mul_left_eq_zero.mp h0.symm

/-- If all eigenvalues of `K` have negative imaginary part, then `i (K X - X Kᴴ) = Q` has
exactly one solution `X` for every matrix `Q`. -/
theorem existsUnique_steadyState {K : Matrix n n ℂ}
    (hK : ∀ z ∈ spectrum ℂ K, z.im < 0) (Q : Matrix n n ℂ) :
    ∃! X, lossMap K X = Q := by
  have hinj : Function.Injective (lossMap K) := by
    rw [injective_iff_map_eq_zero]
    intro X hX
    have h1 : Complex.I • (K * X - X * Kᴴ) = 0 := hX
    exact eq_zero_of_intertwines hK
      (sub_eq_zero.mp ((smul_eq_zero.mp h1).resolve_left Complex.I_ne_zero))
  -- in finite dimension injectivity gives existence
  obtain ⟨X, hX⟩ := LinearMap.injective_iff_surjective.mp hinj Q
  exact ⟨X, hX, fun Y hY => hinj (hY.trans hX.symm)⟩

/-- The map `X ↦ i (K X - X Kᴴ)` commutes with taking the adjoint. -/
theorem lossMap_conjTranspose (K X : Matrix n n ℂ) :
    lossMap K Xᴴ = (lossMap K X)ᴴ := by
  change Complex.I • (K * Xᴴ - Xᴴ * Kᴴ) = (Complex.I • (K * X - X * Kᴴ))ᴴ
  rw [conjTranspose_smul, conjTranspose_sub, conjTranspose_mul, conjTranspose_mul,
    conjTranspose_conjTranspose, Complex.star_def, Complex.conj_I]
  module

/-- For Hermitian `H` and `Γ` and any matrix `X`, the trace of `i (K X - X Kᴴ)` with
`K = H - i Γ / 2` is `Tr (Γ X)`. -/
theorem trace_lossMap {H Γ : Matrix n n ℂ} (hH : H.IsHermitian) (hΓ : Γ.IsHermitian)
    (X : Matrix n n ℂ) : (lossMap (effHam H Γ) X).trace = (Γ * X).trace := by
  have hs : star (Complex.I / 2) = -(Complex.I / 2) := by
    rw [Complex.star_def, map_div₀, Complex.conj_I, map_ofNat (starRingEnd ℂ) 2]
    ring
  -- `i (K - Kᴴ)` is the broadening `Γ`
  have hK : Complex.I • (effHam H Γ - (effHam H Γ)ᴴ) = Γ := by
    rw [effHam, conjTranspose_sub, conjTranspose_smul, hH.eq, hΓ.eq, hs]
    ext i j
    simp only [Matrix.smul_apply, Matrix.sub_apply, smul_eq_mul]
    linear_combination (-Γ i j) * Complex.I_sq
  change (Complex.I • (effHam H Γ * X - X * (effHam H Γ)ᴴ)).trace = _
  conv_rhs => rw [← hK]
  rw [Matrix.smul_mul, Matrix.sub_mul, trace_smul, trace_smul, trace_sub, trace_sub,
    Matrix.trace_mul_comm X]

/-- Let `H`, `Γ` and `Q` be Hermitian and let all eigenvalues of `K = H - i Γ / 2` have
negative imaginary part. Then `i (K X - X Kᴴ) = Q` has exactly one solution `X`; it is
Hermitian and satisfies `Tr (Γ X) = Tr Q`. -/
theorem steadyState_density {H Γ Q : Matrix n n ℂ} (hH : H.IsHermitian)
    (hΓ : Γ.IsHermitian) (hQ : Q.IsHermitian)
    (hK : ∀ z ∈ spectrum ℂ (effHam H Γ), z.im < 0) :
    (∃! X, lossMap (effHam H Γ) X = Q) ∧
      ∀ X, lossMap (effHam H Γ) X = Q →
        X.IsHermitian ∧ (Γ * X).trace = Q.trace := by
  have hex := existsUnique_steadyState hK Q
  refine ⟨hex, fun X hX => ⟨?_, ?_⟩⟩
  · -- the adjoint solves the same equation
    have hX' : lossMap (effHam H Γ) Xᴴ = Q := by
      rw [lossMap_conjTranspose, hX, hQ.eq]
    exact hex.unique hX' hX
  · rw [← trace_lossMap hH hΓ, hX]

/-- Between left eigenvectors `u` and `w` of `K`, with eigenvalues `a` and `b`, the matrix
elements of a solution `X` of `i (K X - X Kᴴ) = Q` obey `i (a - b*) X_uw = Q_uw`. -/
theorem eigenmode_element {K X Q : Matrix n n ℂ} {u w : n → ℂ} {a b : ℂ}
    (hu : u ᵥ* K = a • u) (hw : w ᵥ* K = b • w) (hX : lossMap K X = Q) :
    Complex.I * (a - star b) * (u ⬝ᵥ X *ᵥ star w) = u ⬝ᵥ Q *ᵥ star w := by
  have hw' : Kᴴ *ᵥ star w = star b • star w := by
    rw [← Matrix.star_vecMul, hw, star_smul]
  have h1 : u ⬝ᵥ (K * X) *ᵥ star w = a * (u ⬝ᵥ X *ᵥ star w) := by
    rw [← Matrix.mulVec_mulVec, Matrix.dotProduct_mulVec u K, hu, smul_dotProduct,
      smul_eq_mul]
  have h2 : u ⬝ᵥ (X * Kᴴ) *ᵥ star w = star b * (u ⬝ᵥ X *ᵥ star w) := by
    rw [← Matrix.mulVec_mulVec, hw', Matrix.mulVec_smul, dotProduct_smul, smul_eq_mul]
  rw [← hX]
  change _ = u ⬝ᵥ (Complex.I • (K * X - X * Kᴴ)) *ᵥ star w
  rw [Matrix.smul_mulVec, Matrix.sub_mulVec, dotProduct_smul, dotProduct_sub, h1, h2,
    smul_eq_mul]
  ring

/-- If `K` has an eigenvector with a real eigenvalue `E`, then for no `Q` does
`i (K X - X Kᴴ) = Q` have exactly one solution. -/
theorem not_existsUnique_of_real_eigenvalue {K : Matrix n n ℂ} {v : n → ℂ} {E : ℝ}
    (hv : v ≠ 0) (hE : K *ᵥ v = (E : ℂ) • v) (Q : Matrix n n ℂ) :
    ¬ ∃! X, lossMap K X = Q := by
  intro hex
  obtain ⟨X, hX, -⟩ := id hex
  -- `v vᴴ` is mapped to zero, so it can be added to any solution
  have h0 : lossMap K (vecMulVec v (star v)) = 0 := by
    change Complex.I • (K * vecMulVec v (star v) - vecMulVec v (star v) * Kᴴ) = 0
    rw [Matrix.mul_vecMulVec, Matrix.vecMulVec_mul, ← Matrix.star_mulVec, hE]
    ext i j
    simp only [Matrix.smul_apply, Matrix.sub_apply, Matrix.vecMulVec_apply, Pi.smul_apply,
      Pi.star_apply, smul_eq_mul, star_mul', Complex.star_def, Complex.conj_ofReal,
      Matrix.zero_apply]
    ring
  have h1 : lossMap K (X + vecMulVec v (star v)) = Q := by
    rw [map_add, h0, add_zero]
    exact hX
  have h2 : vecMulVec v (star v) = 0 := add_eq_left.mp (hex.unique h1 hX)
  apply hv
  funext i
  have h3 := congrFun (congrFun h2 i) i
  simpa [Matrix.vecMulVec_apply] using h3

/-- A dimer with hopping `1` and broadening `4` on its first site only has Hermitian `H` and
`Γ`, and all eigenvalues of `H - i Γ / 2` have negative imaginary part. -/
theorem dimer_witness :
    (!![0, 1; 1, 0] : Matrix (Fin 2) (Fin 2) ℂ).IsHermitian ∧
    (!![4, 0; 0, 0] : Matrix (Fin 2) (Fin 2) ℂ).IsHermitian ∧
    ∀ z ∈ spectrum ℂ (effHam (!![0, 1; 1, 0] : Matrix (Fin 2) (Fin 2) ℂ) !![4, 0; 0, 0]),
      z.im < 0 := by
  refine ⟨?_, ?_, fun z hz => ?_⟩
  · ext i j
    fin_cases i <;> fin_cases j <;> simp
  · ext i j
    fin_cases i <;> fin_cases j <;> simp
  · have hK : effHam (!![0, 1; 1, 0] : Matrix (Fin 2) (Fin 2) ℂ) !![4, 0; 0, 0]
        = !![-(Complex.I / 2 * 4), 1; 1, 0] := by
      ext i j
      fin_cases i <;> fin_cases j <;> simp [effHam]
    rw [hK, Matrix.mem_spectrum_iff_isRoot_charpoly, Matrix.charpoly_fin_two,
      Matrix.trace_fin_two_of, Matrix.det_fin_two_of, Polynomial.IsRoot.def] at hz
    simp only [Polynomial.eval_add, Polynomial.eval_sub, Polynomial.eval_mul,
      Polynomial.eval_pow, Polynomial.eval_X, Polynomial.eval_C] at hz
    -- both eigenvalues coincide at `-i`
    have h2 : (z + Complex.I) ^ 2 = 0 := by
      linear_combination hz + Complex.I_sq
    have h3 : z = -Complex.I := eq_neg_of_add_eq_zero_left (pow_eq_zero_iff two_ne_zero |>.mp h2)
    rw [h3]
    simp

end

end SteadyStateDensity
```

```lean
#print axioms SteadyStateDensity.steadyState_density
#print axioms SteadyStateDensity.eigenmode_element
#print axioms SteadyStateDensity.not_existsUnique_of_real_eigenvalue
```

```
'SteadyStateDensity.steadyState_density' depends on axioms: [propext, Classical.choice, Quot.sound]
'SteadyStateDensity.eigenmode_element' depends on axioms: [propext, Classical.choice, Quot.sound]
'SteadyStateDensity.not_existsUnique_of_real_eigenvalue' depends on axioms: [propext, Classical.choice, Quot.sound]
```

## The balance between decay and injection

An amplitude in the system evolves by exp(−iKt), so a density matrix X without injection changes at the rate −i(KX − XKᴴ). With a constant source Q the equation of motion is

dX/dt = −i(KX − XKᴴ) + Q,

and setting the left side to zero gives the steady-state equation. Written with H and Γ, it reads

i(HX − XH) + (ΓX + XΓ)/2 = Q.

An eigenvalue z of K belongs to a mode whose amplitude goes as exp(−izt) and whose population goes as exp(2 Im(z) t). The condition Im z < 0 therefore says that every mode decays. It fails, for example, when an eigenstate of H has no weight on the lossy orbitals: such a state is bound and keeps whatever population it was given.

For non-interacting electrons on finitely many orbitals, coupled to wide-band leads with energy-independent injection, the result means that the density matrix follows from one linear system, without an integral over energy. Here Γ is the broadening by all leads together, those that inject included, and a lead with occupation f contributes f times its own broadening to Q. Injection that is blocked because an orbital is already occupied is thus counted in Q and taken off again as part of the loss term. That the density matrix of a system with real leads obeys the equation of motion above, with constant K and Q, is the step that the hypotheses do not supply.

## What the Lean statements say

The type `n` is a finite set of orbitals, taken as an orthonormal basis, and all operators are complex matrices over it. `effHam H Γ` is K. `lossMap K` is the map X ↦ i(KX − XKᴴ), packaged as a complex-linear map on matrices; despite its name it contains the coherent part i(HX − XH) as well as the loss.

The main theorem, `steadyState_density`, takes `H`, `Γ` and `Q` Hermitian and the hypothesis `hK`, that each `z` in `spectrum ℂ (effHam H Γ)` has `z.im < 0`. For matrices the spectrum is the set of eigenvalues. The conclusion has two parts. The first, with `∃!`, says that exactly one matrix solves the equation, among all complex matrices and not only the Hermitian ones. The second says that any solution is Hermitian and satisfies

Tr(ΓX) = Tr Q,

so the total loss rate equals the total injection rate.

Γ need not be positive or invertible, and K need not be diagonalisable. Nor is X shown to be positive semidefinite, as a density matrix should be. For a general Hermitian Q it need not be, since replacing Q by −Q replaces X by −X. The trace of X is the number of particles and is not fixed to 1.

## Why only X = 0 survives without a source

Suppose that KX = XKᴴ. Then K²X = KXKᴴ = X(Kᴴ)², and likewise for every power, so by linearity

p(K)X = Xp(Kᴴ) for every polynomial p.

Choose p = χ, the characteristic polynomial χ(z) = det(z − K). By the Cayley–Hamilton theorem χ(K) = 0, which leaves

0 = Xχ(Kᴴ).

With z₁, …, z_N the eigenvalues of K, counted with multiplicity, χ(Kᴴ) is the product of the factors Kᴴ − z_j. The eigenvalues of Kᴴ are the conjugates z_k*, which lie in the upper half plane, while every z_j lies in the lower one. No factor is singular, χ(Kᴴ) is invertible, and X = 0.

This is `eq_zero_of_intertwines`. Its step `hp` proves the polynomial relation by induction, on sums and on monomials. Its step `hu` proves invertibility by contradiction, through the spectral mapping theorem in place of the factorisation. If χ(Kᴴ) were singular, some eigenvalue z of Kᴴ would be a root of χ, hence also an eigenvalue of K. Then both z and z* would be eigenvalues of K, and both Im z and −Im z would be negative. The case of no orbitals is split off at the start, because the spectral mapping lemma used here needs a polynomial of positive degree; there all matrices are equal.

## Existence, Hermiticity and the trace

Write L(X) = i(KX − XKᴴ). If L(X) = 0, then KX = XKᴴ and X = 0, so L is injective. With N orbitals, L(X) = Q is a set of N² linear equations for N² unknowns, and an injective square system has a solution for every right side. `existsUnique_steadyState` follows this argument, with `LinearMap.injective_iff_surjective` for the last step. It holds for any K with decaying modes and any Q, Hermitian or not.

For the adjoint,

L(X)ᴴ = −i(XᴴKᴴ − KXᴴ) = i(KXᴴ − XᴴKᴴ) = L(Xᴴ),

which is `lossMap_conjTranspose`. If L(X) = Q and Q is Hermitian, then L(Xᴴ) = Qᴴ = Q. Both X and Xᴴ solve the same equation, and uniqueness gives Xᴴ = X.

For the trace, H and Γ Hermitian give Kᴴ = H + iΓ/2, so

i(K − Kᴴ) = i(−iΓ) = Γ.

Since Tr(XKᴴ) = Tr(KᴴX),

Tr L(X) = Tr(i(K − Kᴴ)X) = Tr(ΓX).

This is `trace_lossMap`, which holds for every X and needs no condition on the eigenvalues. Its inner step `hK` is the identity for Γ, checked entry by entry. With L(X) = Q the balance Tr(ΓX) = Tr Q follows, and `steadyState_density` puts these results together.

## The solution between left eigenvectors

Let u and w be row vectors with uK = au and wK = bw. Taking the adjoint of the second relation gives Kᴴwᴴ = b*wᴴ. Define X_uw = uXwᴴ, and Q_uw in the same way. Then

Q_uw = i(uKXwᴴ − uXKᴴwᴴ) = i(a − b*)X_uw.

This is `eigenmode_element`, where `u ⬝ᵥ X *ᵥ star w` is X_uw; the entries of `u` enter without conjugation, as those of a bra do. The steps `h1` and `h2` evaluate the two terms. The vectors need not be normalised, since rescaling them changes both sides by the same factor.

When all modes decay, a − b* has negative imaginary part and one may divide by it. For w = u the relation becomes

X_uu = Q_uu/(−2 Im a),

which for a normalised u is a population equal to the injection rate divided by the decay rate.

## A mode that does not decay

Take one orbital with energy E and Γ = 0. Then K = E is real and L(X) = i(E − E)X = 0 for every X. For Q = 0 every number X is a solution; for Q ≠ 0 there is none, since the left side is always zero. With Q > 0, particles are added and never leave. The condition Im z < 0 can therefore not be weakened to Im z ≤ 0.

`not_existsUnique_of_real_eigenvalue` extends this to any finite size. Let Kv = Ev with v ≠ 0 and E real, and let P = vvᴴ, written `vecMulVec v (star v)`. Then

L(P) = i(Evvᴴ − Evvᴴ) = 0,

so if X solves the equation, X + P solves it too. Uniqueness would force P = 0, hence |v_i|² = 0 for each diagonal entry and v = 0, a contradiction. Whatever Q is, there is either no solution or more than one.

The Hermiticity of Q matters for that of X. On one orbital with H = 0 and Γ = 1 the equation reduces to X = Q, and Q = i gives X = i, which is not Hermitian.

## A dimer with loss on one site

Loss on every orbital is not required. `dimer_witness` takes two sites with hopping 1 and broadening 4 on the first site only, so that K has the rows (−2i, 1) and (1, 0). Its trace is −2i and its determinant is −1, and the eigenvalues obey

z² + 2iz − 1 = (z + i)² = 0.

Both are equal to −i, and the hypotheses of the main theorem are met. The proof reads the characteristic polynomial off the trace and determinant and completes the same square. The second site has no loss of its own, but the hopping drains it through the first.

If the broadening comes from a lead with occupation 1/2, Q has the entry 2 on the first site and zeros elsewhere, and the equation is solved by X equal to 1/2 times the unit matrix. Both sides of the balance Tr(ΓX) = Tr Q are equal to 2, blocked injection included. The second site, which is not coupled to the lead, is filled through the hopping and reaches the same occupation as the first.
